# The Pulay Force of Moving Cores in an Orthogonalized-Plane-Wave Basis

Let \(H(t)\) and \(P(t)\) be complex \(N\times N\) matrices, the Hamiltonian and the core projector, and let \(e_i\) be fixed vectors, the plane waves. With coefficients \(x_i(t)\), put \(p=\sum_i x_i e_i\) and \(\psi=(1-P)p\). Suppose that near \(t_0\) the vector \(\psi\) is normalised and, for a real energy \(E(t)\),

\[
\langle (1-P)e_i,(H-E)\psi\rangle=0\quad\text{for all } i .
\]

If \(H\), \(P\) and \(x_i\) are differentiable at \(t_0\) and \(H(t_0)\) is Hermitian, then \(E\) is differentiable there, with

\[
E'=\mathrm{Re}\langle\psi,H'\psi\rangle-2\,\mathrm{Re}\langle P'p,(H-E)\psi\rangle .
\]

The second term is the Pulay term. For a single level in this finite, one-parameter model, it is the correction to the Hellmann–Feynman slope when the basis functions follow the cores. For independent electrons, when \(t\) is a core displacement, \(-E'\) is the contribution of one electron in this level to the force along it. In a self-consistent calculation the total energy is not the sum of the levels, and \(-E'\) is only the slope of the level with its sign reversed.

## Differentiating the projected energy

Write \(r=(H-E)\psi\). Linear combination of the projected equations gives \(\langle(1-P)\sum_i y_ie_i,r\rangle=0\) for any coefficients \(y_i\). Taking \(y=x\) gives \(\langle\psi,r\rangle=0\), so \(E=\langle\psi,H\psi\rangle\) near \(t_0\). The right side is differentiable, and therefore so is \(E\).

The product rule gives

\[
\psi'=q-\varphi,\qquad q=(1-P)p',\qquad \varphi=P'p .
\]

Since \(H(t_0)\) is Hermitian,

\[
E'=\mathrm{Re}\langle\psi,H'\psi\rangle+2\,\mathrm{Re}\langle\psi',H\psi\rangle .
\]

Constant norm means \(2\,\mathrm{Re}\langle\psi',\psi\rangle=0\). Subtracting \(E\) times this turns the last term into

\[
2\,\mathrm{Re}\langle\psi',r\rangle=2\,\mathrm{Re}\langle q,r\rangle-2\,\mathrm{Re}\langle\varphi,r\rangle .
\]

Here \(\langle q,r\rangle=0\), by the projected equations with \(y=x'\). The response of the coefficients drops out, and the motion of the projector remains. If \(\psi\) is an exact eigenvector at \(t_0\), then \(r=0\) and the Pulay term vanishes.

## Vectors, projector and projected equations in Lean

The type `n` labels vector components and `ι` labels plane waves.

```lean
import Mathlib

open Matrix Topology

namespace OPWPulayForce

noncomputable section

variable {n ι : Type*} [Fintype n] [Fintype ι]
```

The vectors `e i` are arbitrary; neither a plane-wave form nor linear independence is required.

```lean
/-- The plane-wave sum `p = ∑ xᵢ eᵢ`. -/
def planeWaveSum (e : ι → n → ℂ) (x : ι → ℂ) : n → ℂ := ∑ i, x i • e i
```

The map `orth P` applies \(1-P\). Its definition does not require \(P\) to be a projector.

```lean
/-- The vector `(1 - P) v`, which is `v` with its core part removed. -/
def orth (P : Matrix n n ℂ) (v : n → ℂ) : n → ℂ := v - P *ᵥ v

/-- The OPW wave function `ψ = (1 - P) p` with plane-wave coefficients `x`. -/
def opwState (P : Matrix n n ℂ) (e : ι → n → ℂ) (x : ι → ℂ) : n → ℂ :=
  orth P (planeWaveSum e x)

/-- The residual `(H - E) ψ` of the Schrödinger equation. -/
def residual (H : Matrix n n ℂ) (E : ℝ) (ψ : n → ℂ) : n → ℂ := H *ᵥ ψ - (E : ℂ) • ψ
```

The inner product \(\langle u,v\rangle\) is written `star u ⬝ᵥ v`, conjugate-linear in the first vector. The next structure collects normalisation and the projected equations.

```lean
/-- The coefficients `x` and the energy `E` solve the OPW equations: `ψ` is a unit vector and
its residual is orthogonal to every orthogonalized plane wave `(1 - P) eᵢ`. -/
structure IsOPWSolution (H P : Matrix n n ℂ) (e : ι → n → ℂ) (x : ι → ℂ) (E : ℝ) : Prop where
  unit : star (opwState P e x) ⬝ᵥ opwState P e x = 1
  galerkin : ∀ i, star (orth P (e i)) ⬝ᵥ residual H E (opwState P e x) = 0
```

## Energy and response

The first lemma expands an OPW combination and uses the projected equations term by term. The second applies it to \(\psi\) itself.

```lean
/-- A vector orthogonal to every orthogonalized plane wave is orthogonal to all their
linear combinations. -/
theorem orthogonal_to_opw_span {P : Matrix n n ℂ} {e : ι → n → ℂ} {r : n → ℂ}
    (h : ∀ i, star (orth P (e i)) ⬝ᵥ r = 0) (y : ι → ℂ) :
    star (opwState P e y) ⬝ᵥ r = 0 := by
  have h1 := map_sum P.mulVecLin (fun i => y i • e i) Finset.univ
  simp only [Matrix.mulVecLin_apply, Matrix.mulVec_smul] at h1
  have h2 : opwState P e y = ∑ i, y i • orth P (e i) := by
    simp only [opwState, orth, planeWaveSum, h1, smul_sub, Finset.sum_sub_distrib]
  rw [h2, star_sum, sum_dotProduct]
  refine Finset.sum_eq_zero fun i _ => ?_
  rw [star_smul, smul_dotProduct, h i, smul_zero]

/-- The energy of an OPW solution is the expectation value `⟨ψ, H ψ⟩`. -/
theorem energy_eq_expectation {H P : Matrix n n ℂ} {e : ι → n → ℂ} {x : ι → ℂ} {E : ℝ}
    (h : IsOPWSolution H P e x E) :
    (E : ℂ) = star (opwState P e x) ⬝ᵥ H *ᵥ opwState P e x := by
  have h1 := orthogonal_to_opw_span h.galerkin x
  rw [residual, dotProduct_sub, dotProduct_smul, h.unit, smul_eq_mul, mul_one] at h1
  exact (sub_eq_zero.1 h1).symm
```

Derivatives are taken entry by entry. The next two lemmas give the product rule for a matrix acting on a vector, and then \(\psi'=q-\varphi\).

```lean
/-- Product rule for a differentiable matrix acting on a differentiable vector. -/
theorem hasDerivAt_mulVec {A : ℝ → Matrix n n ℂ} {A' : Matrix n n ℂ} {v : ℝ → n → ℂ}
    {v' : n → ℂ} {t₀ : ℝ} (hA : ∀ i j, HasDerivAt (fun t => A t i j) (A' i j) t₀)
    (hv : ∀ i, HasDerivAt (fun t => v t i) (v' i) t₀) (i : n) :
    HasDerivAt (fun t => (A t *ᵥ v t) i) ((A' *ᵥ v t₀ + A t₀ *ᵥ v') i) t₀ := by
  simp only [Matrix.mulVec, dotProduct, Pi.add_apply, ← Finset.sum_add_distrib]
  exact HasDerivAt.fun_sum fun j _ => (hA i j).fun_mul (hv j)

/-- The OPW wave function changes at the rate `ψ' = (1 - P) p' - P' p`, for differentiable
`P` and coefficients and fixed plane waves. -/
theorem hasDerivAt_opwState {P : ℝ → Matrix n n ℂ} {P' : Matrix n n ℂ} {e : ι → n → ℂ}
    {x : ℝ → ι → ℂ} {x' : ι → ℂ} {t₀ : ℝ}
    (hP : ∀ i j, HasDerivAt (fun t => P t i j) (P' i j) t₀)
    (hx : ∀ i, HasDerivAt (fun t => x t i) (x' i) t₀) (k : n) :
    HasDerivAt (fun t => opwState (P t) e (x t) k)
      ((opwState (P t₀) e x' - P' *ᵥ planeWaveSum e (x t₀)) k) t₀ := by
  have hp : ∀ i, HasDerivAt (fun t => planeWaveSum e (x t) i) (planeWaveSum e x' i) t₀ := by
    intro i
    simp only [planeWaveSum, Finset.sum_apply, Pi.smul_apply, smul_eq_mul]
    exact HasDerivAt.fun_sum fun j _ => (hx j).mul_const (e j i)
  have h := (hp k).fun_sub (hasDerivAt_mulVec (v := fun t => planeWaveSum e (x t)) hP hp k)
  exact h.congr_deriv (by simp only [opwState, orth, Pi.sub_apply, Pi.add_apply]; ring)
```

In the response lemma, `herm` makes the two response terms complex conjugates, and `d0` is the constant-norm condition that removes the term containing \(E\).

```lean
/-- For Hermitian `H`, a norm-conserving variation `q - φ` of `ψ` with `q` orthogonal to the
residual changes `⟨ψ, H ψ⟩` to first order by `-2 Re ⟨φ, (H - E) ψ⟩`. -/
theorem response_energy {H : Matrix n n ℂ} (hH : H.IsHermitian) {ψ q φ : n → ℂ} {E : ℝ}
    (hq : star q ⬝ᵥ residual H E ψ = 0)
    (hN : star (q - φ) ⬝ᵥ ψ + star ψ ⬝ᵥ (q - φ) = 0) :
    (star (q - φ) ⬝ᵥ H *ᵥ ψ + star ψ ⬝ᵥ H *ᵥ (q - φ)).re
      = -2 * (star φ ⬝ᵥ residual H E ψ).re := by
  have conj : ∀ u v : n → ℂ, star (star u ⬝ᵥ v) = star v ⬝ᵥ u := by
    intro u v
    simp [dotProduct, star_sum, mul_comm]
  -- Hermiticity makes the two response terms complex conjugates
  have herm : star ψ ⬝ᵥ H *ᵥ (q - φ) = star (star (q - φ) ⬝ᵥ H *ᵥ ψ) := by
    rw [conj, Matrix.star_mulVec, hH.eq, ← Matrix.dotProduct_mulVec]
  have a : star (q - φ) ⬝ᵥ residual H E ψ = -(star φ ⬝ᵥ residual H E ψ) := by
    rw [star_sub, sub_dotProduct, hq, zero_sub]
  have b : star (q - φ) ⬝ᵥ residual H E ψ
      = star (q - φ) ⬝ᵥ H *ᵥ ψ - (E : ℂ) * (star (q - φ) ⬝ᵥ ψ) := by
    rw [residual, dotProduct_sub, dotProduct_smul, smul_eq_mul]
  have c := congrArg Complex.re (a.symm.trans b)
  simp only [Complex.neg_re, Complex.sub_re, Complex.re_ofReal_mul] at c
  -- constant norm removes the term proportional to `E`
  have d := congrArg Complex.re hN
  rw [← conj (q - φ) ψ] at d
  simp only [Complex.add_re, Complex.star_def, Complex.conj_re, Complex.zero_re] at d
  have d0 : (star (q - φ) ⬝ᵥ ψ).re = 0 := by linarith
  rw [d0, mul_zero] at c
  rw [herm]
  simp only [Complex.add_re, Complex.star_def, Complex.conj_re]
  linarith
```

## The force theorem

The hypothesis `hsol` says that the equations hold throughout a neighbourhood of \(t_0\). The existence of such solutions and the differentiability of their coefficients are assumed. The matrix \(H(t)\) is given, so \(H'\) must already contain any self-consistent change of the potential, and \(E\) is a level, not a total energy.

The proof differentiates the norm and the expectation value with `braket`, transfers the derivative of the expectation value to `E` through `hEq`, and inserts the response lemma.

```lean
/-- Force theorem for orthogonalized plane waves: with `H`, `P` and the coefficients
differentiable at `t₀`, `H t₀` Hermitian and the OPW equations solved near `t₀`,
`E' = Re ⟨ψ, H' ψ⟩ - 2 Re ⟨P' p, (H - E) ψ⟩`. -/
theorem opw_force {H P : ℝ → Matrix n n ℂ} {H' P' : Matrix n n ℂ} {e : ι → n → ℂ}
    {x : ℝ → ι → ℂ} {x' : ι → ℂ} {E : ℝ → ℝ} {t₀ : ℝ}
    (hH : ∀ i j, HasDerivAt (fun t => H t i j) (H' i j) t₀)
    (hP : ∀ i j, HasDerivAt (fun t => P t i j) (P' i j) t₀)
    (hx : ∀ i, HasDerivAt (fun t => x t i) (x' i) t₀) (herm : (H t₀).IsHermitian)
    (hsol : ∀ᶠ t in 𝓝 t₀, IsOPWSolution (H t) (P t) e (x t) (E t)) :
    HasDerivAt E
      ((star (opwState (P t₀) e (x t₀)) ⬝ᵥ H' *ᵥ opwState (P t₀) e (x t₀)).re
        - 2 * (star (P' *ᵥ planeWaveSum e (x t₀)) ⬝ᵥ
            residual (H t₀) (E t₀) (opwState (P t₀) e (x t₀))).re) t₀ := by
  have braket : ∀ (u v : ℝ → n → ℂ) (u' v' : n → ℂ),
      (∀ i, HasDerivAt (fun t => u t i) (u' i) t₀) →
      (∀ i, HasDerivAt (fun t => v t i) (v' i) t₀) →
      HasDerivAt (fun t => star (u t) ⬝ᵥ v t) (star u' ⬝ᵥ v t₀ + star (u t₀) ⬝ᵥ v') t₀ := by
    intro u v u' v' hu hv
    simp only [dotProduct, Pi.star_apply, ← Finset.sum_add_distrib]
    exact HasDerivAt.fun_sum fun j _ => (hu j).star.fun_mul (hv j)
  have hψ := hasDerivAt_opwState (e := e) hP hx
  -- the norm is constant near `t₀`
  have hN := braket (fun t => opwState (P t) e (x t)) (fun t => opwState (P t) e (x t))
    _ _ hψ hψ
  have hone : (fun t => star (opwState (P t) e (x t)) ⬝ᵥ opwState (P t) e (x t))
      =ᶠ[𝓝 t₀] fun _ => (1 : ℂ) := by
    filter_upwards [hsol] with t h
    exact h.unit
  have hN0 := hN.unique ((hasDerivAt_const t₀ (1 : ℂ)).congr_of_eventuallyEq hone)
  -- differentiate the expectation value
  have hE := braket (fun t => opwState (P t) e (x t))
    (fun t => H t *ᵥ opwState (P t) e (x t)) _ _ hψ
    (hasDerivAt_mulVec (v := fun t => opwState (P t) e (x t)) hH hψ)
  have hRe := Complex.reCLM.hasFDerivAt.comp_hasDerivAt t₀ hE
  have hEq : E =ᶠ[𝓝 t₀] fun t =>
      (star (opwState (P t) e (x t)) ⬝ᵥ H t *ᵥ opwState (P t) e (x t)).re := by
    filter_upwards [hsol] with t h
    exact congrArg Complex.re (energy_eq_expectation h)
  have hv := response_energy herm
    (orthogonal_to_opw_span hsol.self_of_nhds.galerkin x') hN0
  refine (hRe.congr_of_eventuallyEq hEq).congr_deriv ?_
  simp only [Complex.reCLM_apply, dotProduct_add, Complex.add_re] at hv ⊢
  linarith
```

For an exact eigenvector the residual is zero. This is needed only at \(t_0\).

```lean
/-- Under the hypotheses of `opw_force`, if `ψ` is an exact eigenvector of `H` at `t₀` with
eigenvalue `E t₀`, the Pulay term is absent and `E' = Re ⟨ψ, H' ψ⟩`. -/
theorem opw_force_of_eigenvector {H P : ℝ → Matrix n n ℂ} {H' P' : Matrix n n ℂ}
    {e : ι → n → ℂ} {x : ℝ → ι → ℂ} {x' : ι → ℂ} {E : ℝ → ℝ} {t₀ : ℝ}
    (hH : ∀ i j, HasDerivAt (fun t => H t i j) (H' i j) t₀)
    (hP : ∀ i j, HasDerivAt (fun t => P t i j) (P' i j) t₀)
    (hx : ∀ i, HasDerivAt (fun t => x t i) (x' i) t₀) (herm : (H t₀).IsHermitian)
    (hsol : ∀ᶠ t in 𝓝 t₀, IsOPWSolution (H t) (P t) e (x t) (E t))
    (heig : H t₀ *ᵥ opwState (P t₀) e (x t₀) = (E t₀ : ℂ) • opwState (P t₀) e (x t₀)) :
    HasDerivAt E
      (star (opwState (P t₀) e (x t₀)) ⬝ᵥ H' *ᵥ opwState (P t₀) e (x t₀)).re t₀ := by
  have h := opw_force hH hP hx herm hsol
  have hr : residual (H t₀) (E t₀) (opwState (P t₀) e (x t₀)) = 0 := sub_eq_zero.2 heig
  rw [hr, dotProduct_zero, Complex.zero_re, mul_zero, sub_zero] at h
  exact h
```

## When the core is invariant

For a true projector, differentiating \(P^2=P\) gives \(P'=P'P+PP'\).

```lean
/-- A differentiable family of idempotent matrices obeys `P' = P' P + P P'`. -/
theorem projector_deriv {P : ℝ → Matrix n n ℂ} {P' : Matrix n n ℂ} {t₀ : ℝ}
    (hP : ∀ i j, HasDerivAt (fun t => P t i j) (P' i j) t₀)
    (idem : ∀ᶠ t in 𝓝 t₀, P t * P t = P t) : P' = P' * P t₀ + P t₀ * P' := by
  ext i j
  have h : HasDerivAt (fun t => (P t * P t) i j) ((P' * P t₀ + P t₀ * P') i j) t₀ := by
    simp only [Matrix.mul_apply, Matrix.add_apply, ← Finset.sum_add_distrib]
    exact HasDerivAt.fun_sum fun k _ => (hP i k).fun_mul (hP k j)
  have heq : (fun t => P t i j) =ᶠ[𝓝 t₀] fun t => (P t * P t) i j := by
    filter_upwards [idem] with t ht
    rw [ht]
  exact (hP i j).unique (h.congr_of_eventuallyEq heq)
```

Suppose also that \(P\) is Hermitian and commutes with \(H\) at \(t_0\), so that the core space is invariant under \(H\). Then \(Pr=(H-E)P\psi=0\), hence \(\langle PP'p,r\rangle=0\), and only \(P'Pp\) contributes to the Pulay term. The proof follows this splitting in `hsplit`, `hr` and `hz`.

```lean
/-- If `P` is idempotent near `t₀`, and at `t₀` is Hermitian and commutes with `H`, then only
the core part `P p` of the plane-wave sum enters the Pulay term:
`⟨P' p, (H - E) ψ⟩ = ⟨P' P p, (H - E) ψ⟩`. -/
theorem pulay_term_of_invariant_core {P : ℝ → Matrix n n ℂ} {H P' : Matrix n n ℂ} {t₀ : ℝ}
    (hP : ∀ i j, HasDerivAt (fun t => P t i j) (P' i j) t₀)
    (idem : ∀ᶠ t in 𝓝 t₀, P t * P t = P t) (hermP : (P t₀).IsHermitian)
    (comm : H * P t₀ = P t₀ * H) (p : n → ℂ) (E : ℝ) :
    star (P' *ᵥ p) ⬝ᵥ residual H E (orth (P t₀) p)
      = star (P' *ᵥ (P t₀ *ᵥ p)) ⬝ᵥ residual H E (orth (P t₀) p) := by
  have hsplit : P' *ᵥ p = P' *ᵥ (P t₀ *ᵥ p) + P t₀ *ᵥ (P' *ᵥ p) := by
    rw [Matrix.mulVec_mulVec, Matrix.mulVec_mulVec, ← Matrix.add_mulVec,
      ← projector_deriv hP idem]
  have hψ : P t₀ *ᵥ orth (P t₀) p = 0 := by
    rw [orth, Matrix.mulVec_sub, Matrix.mulVec_mulVec, idem.self_of_nhds, sub_self]
  -- the residual has no core component
  have hr : P t₀ *ᵥ residual H E (orth (P t₀) p) = 0 := by
    rw [residual, Matrix.mulVec_sub, Matrix.mulVec_smul, Matrix.mulVec_mulVec, ← comm,
      ← Matrix.mulVec_mulVec, hψ, Matrix.mulVec_zero, smul_zero, sub_zero]
  have hz : star (P t₀ *ᵥ (P' *ᵥ p)) ⬝ᵥ residual H E (orth (P t₀) p) = 0 := by
    rw [Matrix.star_mulVec, hermP.eq, ← Matrix.dotProduct_mulVec, hr, dotProduct_zero]
  conv_lhs => rw [hsplit, star_add, add_dotProduct, hz, add_zero]
```

## A rotating core with a constant Hamiltonian

Take \(H=\begin{pmatrix}0&1\\1&0\end{pmatrix}\), the core vector \(c=(-\sin t,\cos t)\) and \(p=(\cos t,\sin t)\). Since \(p\perp c\), we have \(\psi=p\) and \(E=2\sin t\cos t\). This is an algebraic example, not a model of moving atoms, whose Hamiltonian would change with the cores.

```lean
/-- The matrix `|c⟩⟨c|` of the core vector `c = (-b, a)`. -/
def coreProj (a b : ℝ) : Matrix (Fin 2) (Fin 2) ℂ :=
  !![(b : ℂ) ^ 2, -((b : ℂ) * a); -((b : ℂ) * a), (a : ℂ) ^ 2]
```

At \(t=0\), \(H'=0\) but \(E'=2\), so the slope is entirely the Pulay term: \(P'p=(0,-1)\) and \(r=(0,1)\). Here \(Pp=0\), yet the term survives, because \(P\) does not commute with \(H\).

The proof verifies the matrix identities from \(\cos^2t+\sin^2t=1\) and differentiates the explicit energy.

```lean
/-- A core vector rotating in two dimensions, with a constant Hamiltonian: `P` is a Hermitian
projector, the OPW equations hold at all `t` with `E = 2 sin t cos t`, and `E'(0) = 2`. -/
theorem opw_force_witness :
    (∀ t : ℝ, coreProj (Real.cos t) (Real.sin t) * coreProj (Real.cos t) (Real.sin t)
        = coreProj (Real.cos t) (Real.sin t) ∧
      (coreProj (Real.cos t) (Real.sin t)).IsHermitian ∧
      IsOPWSolution !![0, 1; 1, 0] (coreProj (Real.cos t) (Real.sin t))
        ![![1, 0], ![0, 1]] ![(Real.cos t : ℂ), (Real.sin t : ℂ)]
        (2 * Real.sin t * Real.cos t)) ∧
    HasDerivAt (fun t : ℝ => 2 * Real.sin t * Real.cos t) 2 0 := by
  refine ⟨fun t => ?_, ?_⟩
  · have h : Real.cos t ^ 2 + Real.sin t ^ 2 = 1 := Real.cos_sq_add_sin_sq t
    generalize Real.cos t = a at h ⊢
    generalize Real.sin t = b at h ⊢
    have hc : (a : ℂ) ^ 2 + (b : ℂ) ^ 2 = 1 := by exact_mod_cast h
    -- the plane-wave sum is already orthogonal to the core
    have hψ : opwState (coreProj a b) ![![1, 0], ![0, 1]] ![(a : ℂ), (b : ℂ)]
        = ![(a : ℂ), (b : ℂ)] := by
      ext i
      fin_cases i <;>
        simp [opwState, orth, planeWaveSum, coreProj, Fin.sum_univ_two] <;> ring
    refine ⟨?_, ?_, ?_, ?_⟩
    · ext i j
      fin_cases i <;> fin_cases j <;>
        simp only [coreProj, Matrix.mul_apply, Fin.sum_univ_two, Matrix.of_apply,
          Matrix.cons_val', Matrix.cons_val_zero, Matrix.cons_val_one,
          Matrix.cons_val_fin_one, Fin.zero_eta, Fin.mk_one]
      · linear_combination (b : ℂ) ^ 2 * hc
      · linear_combination -((b : ℂ) * a) * hc
      · linear_combination -((b : ℂ) * a) * hc
      · linear_combination (a : ℂ) ^ 2 * hc
    · refine Matrix.IsHermitian.ext fun i j => ?_
      fin_cases i <;> fin_cases j <;> simp [coreProj]
    · rw [hψ]
      simp [dotProduct, Fin.sum_univ_two]
      linear_combination hc
    · rw [hψ]
      -- the two orthogonalized plane waves
      have h0 : orth (coreProj a b) ![1, 0] = ![1 - (b : ℂ) ^ 2, (b : ℂ) * a] := by
        refine funext (Fin.forall_fin_two.2 ⟨?_, ?_⟩) <;>
          simp only [orth, coreProj, Pi.sub_apply, Matrix.mulVec, dotProduct,
            Fin.sum_univ_two, Matrix.of_apply, Matrix.cons_val', Matrix.cons_val_zero,
            Matrix.cons_val_one, Matrix.cons_val_fin_one] <;> ring
      have h1 : orth (coreProj a b) ![0, 1] = ![(b : ℂ) * a, 1 - (a : ℂ) ^ 2] := by
        refine funext (Fin.forall_fin_two.2 ⟨?_, ?_⟩) <;>
          simp only [orth, coreProj, Pi.sub_apply, Matrix.mulVec, dotProduct,
            Fin.sum_univ_two, Matrix.of_apply, Matrix.cons_val', Matrix.cons_val_zero,
            Matrix.cons_val_one, Matrix.cons_val_fin_one] <;> ring
      refine Fin.forall_fin_two.2 ⟨?_, ?_⟩
      · change star (orth (coreProj a b) ![1, 0]) ⬝ᵥ _ = 0
        rw [h0]
        simp [residual, dotProduct, Fin.sum_univ_two]
        linear_combination -(b : ℂ) * hc
      · change star (orth (coreProj a b) ![0, 1]) ⬝ᵥ _ = 0
        rw [h1]
        simp [residual, dotProduct, Fin.sum_univ_two]
        linear_combination -(a : ℂ) * hc
  · have h := ((Real.hasDerivAt_sin 0).const_mul 2).fun_mul (Real.hasDerivAt_cos 0)
    exact h.congr_deriv (by simp)

end

end OPWPulayForce
```

```lean
#print axioms OPWPulayForce.opw_force_of_eigenvector
#print axioms OPWPulayForce.pulay_term_of_invariant_core
```

```
'OPWPulayForce.opw_force_of_eigenvector' depends on axioms: [propext, Classical.choice, Quot.sound]
'OPWPulayForce.pulay_term_of_invariant_core' depends on axioms: [propext, Classical.choice, Quot.sound]
```
